# Two commutators with a generator are equivalent to rotation of an operator pair by sine and cosine

The theorem `commutators_iff_rotation` concerns three complex square matrices A, V and W of the same finite size, none of them assumed Hermitian. It states that the relations [A, V] = iW and [A, W] = −iV hold together exactly when exp(−itA) V exp(itA) = cos t V + sin t W for every real t. For the forward direction, the attempt shows that the curve cos t V + sin t W solves X′ = −i[A, X], and then applies the earlier result that every solution is its initial value rotated with generator A. For the converse, it differentiates the rotation formula and reads off the two commutators at t = 0 and t = π/2.

The failing Lean file:

```lean
import Mathlib

open Matrix
open Complex (I)
open scoped Matrix.Norms.Operator

namespace CommutatorsIffRotation

noncomputable section

variable {ι : Type*} [Fintype ι] [DecidableEq ι]

/-- The operator `X` rotated by the angle `t` with generator `A`: `exp(-itA) X exp(itA)`. -/
def rotate (A : Matrix ι ι ℂ) (t : ℝ) (X : Matrix ι ι ℂ) : Matrix ι ι ℂ :=
  NormedSpace.exp ((-I * t) • A) * X * NormedSpace.exp ((I * t) • A)

/-- The infinitesimal rotation `-i[A, X]` of the operator `X` with generator `A`. -/
def rate (A X : Matrix ι ι ℂ) : Matrix ι ι ℂ := (-I) • (A * X - X * A)

omit [DecidableEq ι] in
/-- The infinitesimal rotation of `V` is `W` exactly when `[A, V] = iW`. -/
theorem rate_eq_iff {A V W : Matrix ι ι ℂ} : rate A V = W ↔ A * V - V * A = I • W := by
  constructor
  · rintro rfl
    rw [rate, smul_smul, mul_neg, Complex.I_mul_I, neg_neg, one_smul]
  · intro h
    rw [rate, h, smul_smul, neg_mul, Complex.I_mul_I, neg_neg, one_smul]

/-- The exponential `exp(csA)` has derivative `cA exp(ctA)` at `s = t`. -/
theorem hasDerivAt_exp (c : ℂ) (A : Matrix ι ι ℂ) (t : ℝ) :
    HasDerivAt (fun s : ℝ => NormedSpace.exp ((c * s) • A))
      ((c • A) * NormedSpace.exp ((c * t) • A)) t := by
  have h := hasDerivAt_exp_smul_const' (c • A) t
  have e : ∀ s : ℝ, s • (c • A) = (c * s) • A := by
    intro s
    ext i j
    simp only [Matrix.smul_apply, Complex.real_smul, smul_eq_mul]
    ring
  simp only [e] at h
  exact h

/-- The rotated operator `X(t) = exp(-itA) V exp(itA)` obeys `X' = -i[A, X]`. -/
theorem hasDerivAt_rotate (A V : Matrix ι ι ℂ) (t : ℝ) :
    HasDerivAt (fun s => rotate A s V) (rate A (rotate A t V)) t := by
  have h := ((hasDerivAt_exp (-I) A t).mul_const V).fun_mul (hasDerivAt_exp I A t)
  refine h.congr_deriv ?_
  -- the generator commutes with its own exponential
  have hF : A * NormedSpace.exp ((I * t) • A) = NormedSpace.exp ((I * t) • A) * A :=
    ((Commute.refl A).smul_right (I * (t : ℂ))).exp_right
  rw [smul_mul_assoc I A, hF]
  simp only [rate, rotate, smul_mul_assoc, mul_smul_comm, smul_sub, mul_assoc]
  module

/-- Every solution of `X' = -i[A, X]` is its initial value rotated with generator `A`. -/
theorem eq_rotate_of_hasDerivAt (A : Matrix ι ι ℂ) (X : ℝ → Matrix ι ι ℂ)
    (hX : ∀ t, HasDerivAt X (rate A (X t)) t) (t : ℝ) : X t = rotate A t (X 0) := by
  -- undoing the rotation gives a constant operator
  have hY : ∀ s : ℝ, HasDerivAt (fun s : ℝ => NormedSpace.exp ((I * s) • A) * X s *
      NormedSpace.exp ((-I * s) • A)) 0 s := by
    intro s
    have h := ((hasDerivAt_exp I A s).fun_mul (hX s)).fun_mul (hasDerivAt_exp (-I) A s)
    refine h.congr_deriv ?_
    have hF : A * NormedSpace.exp ((I * s) • A) = NormedSpace.exp ((I * s) • A) * A :=
      ((Commute.refl A).smul_right (I * (s : ℂ))).exp_right
    rw [smul_mul_assoc I A, hF]
    simp only [rate, smul_mul_assoc, mul_smul_comm, smul_sub, mul_sub, sub_mul, add_mul,
      mul_assoc]
    module
  have hc := is_const_of_deriv_eq_zero (fun s => (hY s).differentiableAt)
    (fun s => (hY s).deriv) t 0
  have h0 : NormedSpace.exp ((I * t) • A) * X t * NormedSpace.exp ((-I * t) • A) = X 0 := by
    simpa [NormedSpace.exp_zero] using hc
  have inv : NormedSpace.exp ((-I * t) • A) * NormedSpace.exp ((I * t) • A) = 1 := by
    rw [← Matrix.exp_add_of_commute _ _ (((Commute.refl A).smul_left _).smul_right _),
      ← add_smul, neg_mul, neg_add_cancel, zero_smul, NormedSpace.exp_zero]
  rw [rotate, ← h0]
  calc X t = 1 * X t * 1 := by rw [one_mul, mul_one]
    _ = _ := by rw [← inv]; simp only [mul_assoc]

/-- The relations `[A, V] = iW` and `[A, W] = -iV` hold if and only if
`exp(-itA) V exp(itA) = cos t V + sin t W` for all real `t`. -/
theorem commutators_iff_rotation (A V W : Matrix ι ι ℂ) :
    (A * V - V * A = I • W ∧ A * W - W * A = (-I) • V) ↔
      ∀ t : ℝ, rotate A t V = Real.cos t • V + Real.sin t • W := by
  have hd : ∀ t : ℝ, HasDerivAt (fun s => Real.cos s • V + Real.sin s • W)
      ((-Real.sin t) • V + Real.cos t • W) t := fun t =>
    ((Real.hasDerivAt_cos t).smul_const V).fun_add ((Real.hasDerivAt_sin t).smul_const W)
  constructor
  · rintro ⟨h1, h2⟩ t
    have h1' : rate A V = W := rate_eq_iff.2 h1
    have h2' : rate A W = -V := rate_eq_iff.2 (by rw [h2, neg_smul, smul_neg])
    have lin : ∀ a b : ℝ, rate A (a • V + b • W) = a • rate A V + b • rate A W := by
      intro a b
      have hs : ∀ (r : ℝ) (M : Matrix ι ι ℂ), (-I) • (r • M) = r • ((-I) • M) :=
        fun r M => smul_comm _ _ _
      simp only [rate, mul_add, add_mul, mul_smul_comm, smul_mul_assoc, smul_sub, smul_add, hs]
      abel
    have key := eq_rotate_of_hasDerivAt A (fun s => Real.cos s • V + Real.sin s • W)
      (fun s => (hd s).congr_deriv (by rw [lin, h1', h2', smul_neg, neg_smul])) t
    simpa using key.symm
  · intro h
    have d : ∀ t : ℝ, rate A (Real.cos t • V + Real.sin t • W) =
        (-Real.sin t) • V + Real.cos t • W := by
      intro t
      have h3 := hasDerivAt_rotate A V t
      simp only [h] at h3
      exact h3.unique (hd t)
    -- angle zero gives the first commutator, a quarter turn the second
    have d0 : rate A V = W := by simpa using d 0
    have d1 : rate A W = -V := by simpa using d (Real.pi / 2)
    exact ⟨rate_eq_iff.1 d0, by rw [rate_eq_iff.1 d1, neg_smul, smul_neg]⟩

end

end CommutatorsIffRotation
```

Lean reports:

```
Main.lean:99:36: error: unsolved goals
ι : Type u_1
inst✝¹ : Fintype ι
inst✝ : DecidableEq ι
A V W : Matrix ι ι ℂ
hd : ∀ (t : ℝ), HasDerivAt (fun s => Real.cos s • V + Real.sin s • W) (-Real.sin t • V + Real.cos t • W) t
h1 : A * V - V * A = I • W
h2 : A * W - W * A = -I • V
t : ℝ
h1' : rate A V = W
h2' : rate A W = -V
lin : ∀ (a b : ℝ), rate A (a • V + b • W) = a • rate A V + b • rate A W
s : ℝ
⊢ -(Real.sin s • V) + Real.cos s • W = Real.cos s • W + -(Real.sin s • V)
```

What went wrong. The one error is in the forward direction, where `congr_deriv` asks for a proof that the known derivative of the curve, −sin s V + cos s W, equals `rate A` applied to the curve. The rewrites with `lin`, `h1'` and `h2'` evaluate the right side by linearity and the two commutators, and `smul_neg` and `neg_smul` bring the minus signs outside the scalar multiples.

What remains is an equation between two sums with the same terms in opposite order: `-(Real.sin s • V) + Real.cos s • W` on the left and `Real.cos s • W + -(Real.sin s • V)` on the right. After its last rewrite, `rw` tries to close the goal by reflexivity, but this does not reorder a matrix sum, so the goal stays unsolved.

The repair adds `add_comm` to the end of the list. It swaps the terms of one of the sums, the two sides become identical, and the reflexivity check closes the goal.

Fix (accepted with no message):

```diff
@@ -97,5 +97,5 @@
       abel
     have key := eq_rotate_of_hasDerivAt A (fun s => Real.cos s • V + Real.sin s • W)
-      (fun s => (hd s).congr_deriv (by rw [lin, h1', h2', smul_neg, neg_smul])) t
+      (fun s => (hd s).congr_deriv (by rw [lin, h1', h2', smul_neg, neg_smul, add_comm])) t
     simpa using key.symm
   · intro h
```
